# The imaginary-time propagator of the diagonal two-level Hamiltonian diag(0, D) is diag(1, exp(−tD))

A two-level system has the real diagonal Hamiltonian H = diag(0, D), with no coupling between the levels. The theorem `evol_eq` states that its imaginary-time propagator exp(−tH) is the diagonal matrix with entries 1 and exp(−tD), for all real D and t, with no sign condition on either. The attempt writes −tH as a diagonal matrix and uses `Matrix.exp_diagonal` to reduce the matrix exponential to the exponential of the vector of diagonal entries. That vector exponential is to be computed entry by entry, in the auxiliary statement `hv`.

The failing Lean file:

```lean
import Mathlib

open Filter Topology

namespace EvolEq

noncomputable section

/-- The field-free Hamiltonian with levels `0` and `D`. -/
def freeH (D : ℝ) : Matrix (Fin 2) (Fin 2) ℝ := !![0, 0; 0, D]

/-- The field-free imaginary-time propagator `exp (-t H)`. -/
def evol (D t : ℝ) : Matrix (Fin 2) (Fin 2) ℝ := NormedSpace.exp ((-t) • freeH D)

/-- The field-free propagator is diagonal, with entries `1` and `exp (-t D)`. -/
theorem evol_eq (D t : ℝ) : evol D t = !![1, 0; 0, Real.exp (-t * D)] := by
  have hd : (-t) • freeH D = Matrix.diagonal ![0, -t * D] := by
    ext i j
    fin_cases i <;> fin_cases j <;> simp [freeH]
  have hv : NormedSpace.exp (![0, -t * D] : Fin 2 → ℝ) = ![1, Real.exp (-t * D)] := by
    ext i
    rw [Pi.exp_apply, ← Real.exp_eq_exp_ℝ]
    fin_cases i <;> simp
  rw [evol, hd, Matrix.exp_diagonal, hv]
  ext i j
  fin_cases i <;> fin_cases j <;> simp

end

end EvolEq
```

The error:

```
Main.lean:22:8: error(lean.unknownIdentifier): Unknown identifier `Pi.exp_apply`
```

The mended proof, as a diff:

```diff
@@ -20,5 +20,9 @@
   have hv : NormedSpace.exp (![0, -t * D] : Fin 2 → ℝ) = ![1, Real.exp (-t * D)] := by
     ext i
-    rw [Pi.exp_apply, ← Real.exp_eq_exp_ℝ]
+    -- evaluation at an index is a continuous ring homomorphism, so it commutes with `exp`
+    have h : NormedSpace.exp (![0, -t * D] : Fin 2 → ℝ) i =
+        NormedSpace.exp ((![0, -t * D] : Fin 2 → ℝ) i) :=
+      NormedSpace.map_exp (Pi.evalRingHom (fun _ : Fin 2 => ℝ) i) (continuous_apply i) _
+    rw [h, ← Real.exp_eq_exp_ℝ]
     fin_cases i <;> simp
   rw [evol, hd, Matrix.exp_diagonal, hv]
```

Diagnosis. The message says that Lean finds no declaration called `Pi.exp_apply` in this file's context. The rewrite in `hv` therefore fails at its first step. That step was meant to supply the fact that component `i` of the exponential of a vector is the exponential of component `i`. The message faults the name, not this fact.

The repair proves the fact on the spot, as `h`. Evaluation at `i`, given by `Pi.evalRingHom`, is a ring homomorphism from `Fin 2 → ℝ` to `ℝ`, and `continuous_apply i` shows that it is continuous. `NormedSpace.map_exp` says that such a map commutes with the exponential, which is what `h` asserts.

Rewriting with `h` leaves the exponential of a real number, which `← Real.exp_eq_exp_ℝ` turns into `Real.exp` as originally planned. The closing case split in `hv` is unchanged. The added comment only explains the step.
